# The Bethe-lattice equation g = 1/(z − t²g) has exactly one solution with Im g < 0 when Im z > 0

The theorem `existsUnique_retarded` states that for real t > 0 and complex z with Im z > 0 there is exactly one complex g with Im g < 0 and g = 1/(z − t² g). The file calls this the Bethe-lattice equation and calls such a g retarded; only the scalar equation is formalised, with no lattice, Hamiltonian or interaction. By `isRetarded_iff` the equation becomes the quadratic g(z − t² g) = 1. For existence the proof takes s with s·s = z² − 4t² and a with 2t² a = z + s, shows that a is a root by cancelling the nonzero factor 4t², and, if Im a < 0 fails, passes to the second root b with t² a b = 1. For uniqueness it subtracts the equations of two solutions g and g′ and cancels the nonzero factor z − t²(g + g′).

The first attempt, which Lean rejects:

```lean
import Mathlib

open Filter Topology

namespace BetheChain

noncomputable section

/-- The scalar map `x ↦ 1 / (z - t² x)` for real `t` and complex `z`. -/
def betheMap (t : ℝ) (z x : ℂ) : ℂ := 1 / (z - (t : ℂ) ^ 2 * x)

/-- `g` solves the Bethe-lattice equation `g = 1 / (z - t² g)` and has `Im g < 0`. -/
def IsRetarded (t : ℝ) (z g : ℂ) : Prop := g.im < 0 ∧ g = betheMap t z g

/-- For `Im z > 0` and `Im x ≤ 0` the denominator `z - t² x` is nonzero and
`1 / (z - t² x)` has negative imaginary part. -/
theorem betheMap_im_neg (t : ℝ) {z x : ℂ} (hz : 0 < z.im) (hx : x.im ≤ 0) :
    z - (t : ℂ) ^ 2 * x ≠ 0 ∧ (betheMap t z x).im < 0 := by
  have e : (z - (t : ℂ) ^ 2 * x).im = z.im - t ^ 2 * x.im := by
    simp only [pow_two, Complex.sub_im, Complex.mul_im, Complex.mul_re, Complex.ofReal_re,
      Complex.ofReal_im]
    ring
  have hpos : 0 < (z - (t : ℂ) ^ 2 * x).im := by
    rw [e]
    nlinarith [mul_nonneg (sq_nonneg t) (neg_nonneg.mpr hx)]
  have hd : z - (t : ℂ) ^ 2 * x ≠ 0 := by
    intro h
    rw [h, Complex.zero_im] at hpos
    exact lt_irrefl _ hpos
  refine ⟨hd, ?_⟩
  rw [betheMap, one_div, Complex.inv_im]
  exact div_neg_of_neg_of_pos (by linarith) (Complex.normSq_pos.mpr hd)

/-- Any `g` with `g (z - t² g) = 1` obeys `Im z |g|² = Im g (t² |g|² - 1)`. -/
theorem im_balance {t : ℝ} {z g : ℂ} (h : g * (z - (t : ℂ) ^ 2 * g) = 1) :
    z.im * Complex.normSq g = g.im * (t ^ 2 * Complex.normSq g - 1) := by
  have hre := congrArg Complex.re h
  have him := congrArg Complex.im h
  simp only [pow_two, Complex.sub_im, Complex.sub_re, Complex.mul_im, Complex.mul_re,
    Complex.ofReal_re, Complex.ofReal_im, Complex.one_re, Complex.one_im] at hre him
  rw [Complex.normSq_apply]
  linear_combination g.re * him - g.im * hre

/-- For `Im z > 0`, `g` is a retarded solution exactly when `Im g < 0` and
`g (z - t² g) = 1`. -/
theorem isRetarded_iff (t : ℝ) {z g : ℂ} (hz : 0 < z.im) :
    IsRetarded t z g ↔ g.im < 0 ∧ g * (z - (t : ℂ) ^ 2 * g) = 1 :=
  and_congr_right fun hg => eq_div_iff (betheMap_im_neg t hz hg.le).1

/-- For `t > 0` and `Im z > 0` the Bethe-lattice equation has exactly one solution
with `Im g < 0`. -/
theorem existsUnique_retarded {t : ℝ} {z : ℂ} (ht : 0 < t) (hz : 0 < z.im) :
    ∃! g, IsRetarded t z g := by
  have ht' : (t : ℂ) ≠ 0 := Complex.ofReal_ne_zero.mpr ht.ne'
  apply existsUnique_of_exists_of_unique
  · obtain ⟨s, hs⟩ := IsAlgClosed.exists_eq_mul_self (z ^ 2 - 4 * (t : ℂ) ^ 2)
    obtain ⟨a, ea⟩ : ∃ a : ℂ, 2 * (t : ℂ) ^ 2 * a = z + s :=
      ⟨(z + s) / (2 * (t : ℂ) ^ 2), by field_simp⟩
    have ha : a * (z - (t : ℂ) ^ 2 * a) = 1 := by
      apply mul_left_cancel₀ (mul_ne_zero (four_ne_zero (α := ℂ)) (pow_ne_zero 2 ht'))
      linear_combination (z - s - 2 * (t : ℂ) ^ 2 * a) * ea + hs
    by_cases hneg : a.im < 0
    · exact ⟨a, (isRetarded_iff t hz).mpr ⟨hneg, ha⟩⟩
    -- otherwise the second root b, with t² a b = 1, lies in the lower half-plane
    obtain ⟨b, eb⟩ : ∃ b : ℂ, (t : ℂ) ^ 2 * b = z - (t : ℂ) ^ 2 * a :=
      ⟨(z - (t : ℂ) ^ 2 * a) / (t : ℂ) ^ 2, by field_simp⟩
    have hb : b * (z - (t : ℂ) ^ 2 * b) = 1 := by linear_combination (a - b) * eb + ha
    have hab : (t : ℂ) ^ 2 * a * b = 1 := by linear_combination a * eb + ha
    have hN : 0 < Complex.normSq a := Complex.normSq_pos.mpr (left_ne_zero_of_mul_eq_one ha)
    have hapos : 0 < a.im := by
      refine lt_of_le_of_ne (not_lt.mp hneg) fun h0 => ?_
      have hbal := im_balance ha
      rw [← h0, zero_mul] at hbal
      exact (mul_pos hz hN).ne' hbal
    have hre := congrArg Complex.re hab
    have him := congrArg Complex.im hab
    simp only [pow_two, Complex.mul_im, Complex.mul_re, Complex.ofReal_re,
      Complex.ofReal_im, Complex.one_re, Complex.one_im] at hre him
    have key : t ^ 2 * Complex.normSq a * b.im = -a.im := by
      rw [Complex.normSq_apply]
      linear_combination a.re * him - a.im * hre
    refine ⟨b, (isRetarded_iff t hz).mpr ⟨?_, hb⟩⟩
    by_contra hc
    have := mul_nonneg (mul_nonneg (sq_nonneg t) hN.le) (not_lt.mp hc)
    linarith
  · intro g g' hg hg'
    obtain ⟨h1, e1⟩ := (isRetarded_iff t hz).mp hg
    obtain ⟨h2, e2⟩ := (isRetarded_iff t hz).mp hg'
    have hsum : (g + g').im ≤ 0 := by
      rw [Complex.add_im]
      linarith
    apply mul_right_cancel₀ (betheMap_im_neg t hz hsum).1
    linear_combination e1 - e2

end

end BetheChain
```

Messages:

```
Main.lean:60:43: error(lean.synthInstanceFailed): failed to synthesize instance of type class
  NeZero 4

Hint: Type class instance resolution failures can be inspected with the `set_option trace.Meta.synthInstance true` command.
```

The single message points at `four_ne_zero (α := ℂ)` inside the proof of `ha`. That lemma does not compute anything: it reads `4 ≠ 0` off an instance argument `NeZero 4`, which type class search must supply. At this position, nested within `mul_ne_zero` and `mul_left_cancel₀`, the search returned no instance, so the term did not elaborate and the `apply` failed. The fact itself is true in ℂ, and the message reports only that the search failed, without showing which step of it did not fit.

The repair removes the use of `four_ne_zero`. The nonvanishing of the factor is stated separately, with its type written out, as `h4 : (4 : ℂ) * (t : ℂ) ^ 2 ≠ 0`. Against this type `mul_ne_zero` leaves the concrete goal `(4 : ℂ) ≠ 0`, which `norm_num` proves directly, so the failing instance argument is no longer requested. The second factor is still handled by `pow_ne_zero 2 ht'`. Then `apply mul_left_cancel₀ h4` turns the goal into the equation multiplied on the left by 4t², which the unchanged `linear_combination` closes.

The repair, with which the file compiles:

```diff
@@ -58,5 +58,6 @@
       ⟨(z + s) / (2 * (t : ℂ) ^ 2), by field_simp⟩
     have ha : a * (z - (t : ℂ) ^ 2 * a) = 1 := by
-      apply mul_left_cancel₀ (mul_ne_zero (four_ne_zero (α := ℂ)) (pow_ne_zero 2 ht'))
+      have h4 : (4 : ℂ) * (t : ℂ) ^ 2 ≠ 0 := mul_ne_zero (by norm_num) (pow_ne_zero 2 ht')
+      apply mul_left_cancel₀ h4
       linear_combination (z - s - 2 * (t : ℂ) ^ 2 * a) * ea + hs
     by_cases hneg : a.im < 0
```
